# The Dirac adjoint of a covariant spinor transformation is a real multiple of its inverse

Let conjugation by S turn the gamma matrices, with their usual hermiticity, into real combinations of themselves. When a one-particle spinor ψ becomes Sψ, its adjoint ψ̄ = ψᴴγ⁰ becomes a multiple of ψ̄S⁻¹, which gives the transformed Dirac current. The problems below fix that multiple.

In Lean 4 with Mathlib:

```lean
import Mathlib

open Matrix

namespace DiracAdjointCovariance

noncomputable section

/-- Four-by-four complex matrices acting on Dirac spinors. -/
abbrev SpinorMatrix := Matrix (Fin 4) (Fin 4) ℂ

/-- The Minkowski metric diag(1, -1, -1, -1). -/
def minkowski : SpinorMatrix := Matrix.diagonal ![1, -1, -1, -1]

/-- The Clifford relations: the anticommutator of two gammas is twice the metric. -/
def Clifford (γ : Fin 4 → SpinorMatrix) : Prop :=
  ∀ μ ν, γ μ * γ ν + γ ν * γ μ = (2 * minkowski μ ν) • (1 : SpinorMatrix)
```

Here `γ μ` is γ^μ in any representation, with metric g = diag(1,−1,−1,−1). `DiracHermitian`, which not every representation satisfies, makes currents real; (h), (k) and (l) assume it.

```lean
/-- The hermiticity condition: the adjoint of each `γ μ` is `γ 0 * γ μ * γ 0`. -/
def DiracHermitian (γ : Fin 4 → SpinorMatrix) : Prop :=
  ∀ μ, (γ μ)ᴴ = γ 0 * γ μ * γ 0
```

`Implements` assumes invertible S, real L and

S⁻¹γ^μS = Σ_ν L^μ_ν γ^ν.

It neither constructs S nor covers antiunitary time reversal.

```lean
/-- The invertible spinor matrix `S` implements the real matrix `L` on the gammas. -/
def Implements (γ : Fin 4 → SpinorMatrix) (S : SpinorMatrix)
    (L : Matrix (Fin 4) (Fin 4) ℝ) : Prop :=
  IsUnit S.det ∧ ∀ μ, S⁻¹ * γ μ * S = ∑ ν, (L μ ν : ℂ) • γ ν

/-- The component `μ` of the Dirac current of the spinor `ψ`. -/
def current (γ : Fin 4 → SpinorMatrix) (ψ : Fin 4 → ℂ) (μ : Fin 4) : ℂ :=
  star ψ ⬝ᵥ ((γ 0 * γ μ) *ᵥ ψ)
```

**(a)** Square a gamma:

γ^μγ^μ = g^μμ 1.

Set ν = μ in the Clifford relation.

```lean
variable {γ : Fin 4 → SpinorMatrix} {S : SpinorMatrix} {L : Matrix (Fin 4) (Fin 4) ℝ}

/-- Each gamma squares to its diagonal entry of the metric. -/
lemma gamma_sq (h : Clifford γ) (μ : Fin 4) :
    γ μ * γ μ = minkowski μ μ • (1 : SpinorMatrix) := by
  linear_combination (norm := module) (1 / 2 : ℂ) • h μ μ
```

**(b)** For μ ≠ ν, show

γ^μγ^ν = −γ^νγ^μ.

The metric is diagonal.

```lean
/-- Different gammas anticommute. -/
lemma gamma_anticomm (h : Clifford γ) {μ ν : Fin 4} (hn : μ ≠ ν) :
    γ μ * γ ν = -(γ ν * γ μ) := by
  have h1 := h μ ν
  rw [minkowski, Matrix.diagonal_apply_ne _ hn, mul_zero, zero_smul] at h1
  exact eq_neg_of_add_eq_zero_left h1
```

**(c)** Given CB = 1 and v ≠ 0, show

Bv ≠ 0.

Otherwise v = CBv = 0.

```lean
private lemma mulVec_ne {B C : SpinorMatrix} (hC : C * B = 1) {v : Fin 4 → ℂ}
    (hv : v ≠ 0) : B *ᵥ v ≠ 0 := fun h0 => hv <| by
  rw [← one_mulVec v, ← hC, ← mulVec_mulVec, h0, mulVec_zero]
```

**(d)** Given XK = KX and Xx = dx, show

X(Kx) = dKx.

Move X past K.

```lean
private lemma keep {X K : SpinorMatrix} (h : X * K = K * X) {d : ℂ} {x : Fin 4 → ℂ}
    (hx : X *ᵥ x = d • x) : X *ᵥ (K *ᵥ x) = d • (K *ᵥ x) := by
  rw [mulVec_mulVec, h, ← mulVec_mulVec, hx, mulVec_smul]
```

**(e)** Given XK = −KX instead, show

X(Kx) = −dKx.

The exchange adds a sign.

```lean
private lemma flip {X K : SpinorMatrix} (h : X * K = -(K * X)) {d : ℂ} {x : Fin 4 → ℂ}
    (hx : X *ᵥ x = d • x) : X *ᵥ (K *ᵥ x) = (-d) • (K *ᵥ x) := by
  rw [mulVec_mulVec, h, neg_mulVec, ← mulVec_mulVec, hx, mulVec_smul, neg_smul]
```

**(f)** Let A² = CB = 1 and AB = −BA. Property p holds for one given vector v ≠ 0 and survives x → x+Ax and x → Bx. Find u ≠ 0 with p and

Au = u.

Take v+Av; if it vanishes, take Bv.

```lean
private lemma exists_fixed {A B C : SpinorMatrix} (hA : A * A = 1) (hC : C * B = 1)
    (hAB : A * B = -(B * A)) (p : (Fin 4 → ℂ) → Prop) (hp : ∀ x, p x → p (x + A *ᵥ x))
    (hB : ∀ x, p x → p (B *ᵥ x)) {v : Fin 4 → ℂ} (hv : v ≠ 0) (pv : p v) :
    ∃ u, u ≠ 0 ∧ p u ∧ A *ᵥ u = (1 : ℂ) • u := by
  by_cases h : v + A *ᵥ v = 0
  · have hAv : A *ᵥ v = (-1 : ℂ) • v := by
      rw [neg_one_smul]; exact eq_neg_of_add_eq_zero_right h
    exact ⟨B *ᵥ v, mulVec_ne hC hv, hB v pv, by rw [flip hAB hAv, neg_neg]⟩
  · exact ⟨_, h, hp v pv, by
      rw [mulVec_add, mulVec_mulVec, hA, one_mulVec, add_comm, one_smul]⟩
```

**(g)** If M commutes with every gamma, show

M = c1.

Q = iγ¹γ² squares to 1, commutes with γ⁰, γ³ and anticommutes with γ¹. Using (f) twice in an eigenspace of M gives w with γ⁰w = Qw = w. On w, γ¹γ³w, γ³w, γ¹w, all in that eigenspace, 2γ⁰+Q has eigenvalues 3, 1, −1, −3. `Module.End.eigenvectors_linearIndependent'` turns these distinct eigenvalues into independence, hence a basis.

```lean
/-- A spinor matrix that commutes with all four gammas is a multiple of the identity. -/
theorem commutant_scalar (h : Clifford γ) {M : SpinorMatrix}
    (hM : ∀ μ, M * γ μ = γ μ * M) : ∃ c : ℂ, M = c • (1 : SpinorMatrix) := by
  have s0 : γ 0 * γ 0 = 1 := by simpa [minkowski] using gamma_sq h 0
  have s1 : γ 1 * γ 1 = -1 := by simpa [minkowski] using gamma_sq h 1
  have s2 : γ 2 * γ 2 = -1 := by simpa [minkowski] using gamma_sq h 2
  have s3 : γ 3 * γ 3 = -1 := by simpa [minkowski] using gamma_sq h 3
  have a01 : γ 0 * γ 1 = -(γ 1 * γ 0) := gamma_anticomm h (by decide)
  have a03 : γ 0 * γ 3 = -(γ 3 * γ 0) := gamma_anticomm h (by decide)
  have a21 : γ 2 * γ 1 = -(γ 1 * γ 2) := gamma_anticomm h (by decide)
  -- the spin matrix Q = i γ¹γ² and its relations
  obtain ⟨Q, hQ⟩ : ∃ Q, Q = Complex.I • (γ 1 * γ 2) := ⟨_, rfl⟩
  have qk : ∀ k, k ≠ 1 → k ≠ 2 → Q * γ k = γ k * Q := fun k h1 h2 => by
    rw [hQ, smul_mul_assoc, mul_smul_comm, mul_assoc, gamma_anticomm h h2.symm, mul_neg,
      ← mul_assoc, gamma_anticomm h h1.symm, neg_mul, neg_neg, mul_assoc]
  have q1 : Q * γ 1 = -(γ 1 * Q) := by
    rw [hQ, smul_mul_assoc, mul_smul_comm, mul_assoc, a21, mul_neg, smul_neg]
  have qq : Q * Q = 1 := by
    have h12 : γ 1 * γ 2 * (γ 1 * γ 2) = -1 := by
      calc γ 1 * γ 2 * (γ 1 * γ 2) = γ 1 * (γ 2 * γ 1) * γ 2 := by noncomm_ring
        _ = -((γ 1 * γ 1) * (γ 2 * γ 2)) := by rw [a21]; noncomm_ring
        _ = -1 := by rw [s1, s2]; noncomm_ring
    rw [hQ, smul_mul_assoc, mul_smul_comm, smul_smul, h12, Complex.I_mul_I]
    module
  have q0 := qk 0 (by decide) (by decide)
  have q3 := qk 3 (by decide) (by decide)
  have c013 : γ 0 * (γ 1 * γ 3) = γ 1 * γ 3 * γ 0 := by
    rw [← mul_assoc, a01, neg_mul, mul_assoc, a03, mul_neg, neg_neg, mul_assoc]
  have q13 : Q * (γ 1 * γ 3) = -(γ 1 * γ 3 * Q) := by
    rw [← mul_assoc, q1, neg_mul, mul_assoc, q3, mul_assoc]
  have i1 : -γ 1 * γ 1 = 1 := by rw [neg_mul, s1, neg_neg]
  have i3 : -γ 3 * γ 3 = 1 := by rw [neg_mul, s3, neg_neg]
  have i13 : γ 3 * γ 1 * (γ 1 * γ 3) = 1 := by
    calc γ 3 * γ 1 * (γ 1 * γ 3) = γ 3 * (γ 1 * γ 1) * γ 3 := by noncomm_ring
      _ = -(γ 3 * γ 3) := by rw [s1]; noncomm_ring
      _ = 1 := by rw [s3, neg_neg]
  have mm : ∀ μ ν, M * (γ μ * γ ν) = γ μ * γ ν * M := fun μ ν => by
    rw [← mul_assoc, hM, mul_assoc, hM, mul_assoc]
  have mQ : M * Q = Q * M := by rw [hQ, mul_smul_comm, mm, smul_mul_assoc]
  -- an eigenspace of M contains a joint eigenvector w of γ⁰ and Q
  obtain ⟨c, hc⟩ := Module.End.exists_eigenvalue (Matrix.toLin' M)
  obtain ⟨v, hv⟩ := hc.exists_hasEigenvector
  have hMv : M *ᵥ v = c • v := by
    rw [← Matrix.toLin'_apply]; exact hv.apply_eq_smul
  obtain ⟨u, hu, hMu, h0u⟩ := exists_fixed s0 i3 a03 (fun x => M *ᵥ x = c • x)
    (fun x hx => by rw [mulVec_add, keep (hM 0) hx, hx, smul_add])
    (fun x hx => keep (hM 3) hx) hv.2 hMv
  obtain ⟨w, hw, ⟨hMw, h0w⟩, hQw⟩ := exists_fixed qq i13 q13
    (fun x => M *ᵥ x = c • x ∧ γ 0 *ᵥ x = (1 : ℂ) • x)
    (fun x hx => ⟨by rw [mulVec_add, keep mQ hx.1, hx.1, smul_add],
      by rw [mulVec_add, keep q0.symm hx.2, hx.2, smul_add]⟩)
    (fun x hx => ⟨keep (mm 1 3) hx.1, keep c013 hx.2⟩) hu ⟨hMu, h0u⟩
  -- the gammas carry w to four eigenvectors of 2γ⁰ + Q with eigenvalues 3, 1, -1, -3
  have he : ∀ (x : Fin 4 → ℂ) (a b : ℂ) (n : ℕ), γ 0 *ᵥ x = a • x → Q *ᵥ x = b • x →
      2 * a + b = 3 - 2 * (n : ℂ) →
      (γ 0 + γ 0 + Q) *ᵥ x = (3 - 2 * (n : ℂ)) • x := fun x a b n h1 h2 h3 => by
    rw [← h3, add_mulVec, add_mulVec, h1, h2]; module
  let f : Fin 4 → Fin 4 → ℂ := ![w, (γ 1 * γ 3) *ᵥ w, γ 3 *ᵥ w, γ 1 *ᵥ w]
  have hf : ∀ i, f i ≠ 0 := by
    intro i; fin_cases i
    exacts [hw, mulVec_ne i13 hw, mulVec_ne i3 hw, mulVec_ne i1 hw]
  have hMf : ∀ i, M *ᵥ f i = c • f i := by
    intro i; fin_cases i
    exacts [hMw, keep (mm 1 3) hMw, keep (hM 3) hMw, keep (hM 1) hMw]
  have hHf : ∀ i, (γ 0 + γ 0 + Q) *ᵥ f i = (3 - 2 * ((i : ℕ) : ℂ)) • f i := by
    intro i; fin_cases i
    exacts [he _ _ _ 0 h0w hQw (by norm_num),
      he _ _ _ 1 (keep c013 h0w) (flip q13 hQw) (by norm_num),
      he _ _ _ 2 (flip a03 h0w) (keep q3 hQw) (by norm_num),
      he _ _ _ 3 (flip a01 h0w) (flip q1 hQw) (by norm_num)]
  have hli : LinearIndependent ℂ f :=
    Module.End.eigenvectors_linearIndependent' (Matrix.toLin' (γ 0 + γ 0 + Q))
      (fun i : Fin 4 => 3 - 2 * ((i : ℕ) : ℂ))
      (fun i j hij => by
        have h1 : ((i : ℕ) : ℂ) = ((j : ℕ) : ℂ) := by
          linear_combination (-1 / 2 : ℂ) * hij
        exact Fin.ext (by exact_mod_cast h1)) f
      (fun i => ⟨Module.End.mem_eigenspace_iff.mpr (by
        rw [Matrix.toLin'_apply]; exact hHf i), hf i⟩)
  -- hence M acts as c on a basis
  refine ⟨c, Matrix.toLin'.injective ?_⟩
  refine (basisOfLinearIndependentOfCardEqFinrank hli (by simp)).ext fun i => ?_
  rw [coe_basisOfLinearIndependentOfCardEqFinrank, Matrix.toLin'_apply,
    Matrix.toLin'_apply, hMf i, smul_mulVec, one_mulVec]
```

**(h)** With X̃ = γ⁰Xᴴγ⁰, show

SS̃γ^μ = γ^μSS̃.

Tilde reverses products and fixes gammas. Since L is real, S̃γ^μS̃⁻¹ = S⁻¹γ^μS; multiply by S and S̃.

```lean
/-- If `S` implements `L`, then `S` times its Dirac adjoint commutes with every gamma. -/
theorem mul_adjoint_commutes (h : Clifford γ) (hH : DiracHermitian γ)
    (hS : Implements γ S L) (μ : Fin 4) :
    S * (γ 0 * Sᴴ * γ 0) * γ μ = γ μ * (S * (γ 0 * Sᴴ * γ 0)) := by
  have s0 : γ 0 * γ 0 = 1 := by simpa [minkowski] using gamma_sq h 0
  have hSS : S * S⁻¹ = 1 := Matrix.mul_nonsing_inv S hS.1
  have hR : S⁻¹ᴴ * Sᴴ = 1 := by rw [← conjTranspose_mul, hSS, conjTranspose_one]
  -- the adjoint of the covariance relation, using that L is real
  have h1 : (S⁻¹ * γ μ * S)ᴴ = γ 0 * (S⁻¹ * γ μ * S) * γ 0 := by
    rw [hS.2 μ, conjTranspose_sum, Finset.mul_sum, Finset.sum_mul]
    refine Finset.sum_congr rfl fun ν _ => ?_
    rw [conjTranspose_smul, hH ν]
    simp only [mul_smul_comm, smul_mul_assoc, Complex.star_def, Complex.conj_ofReal]
  have h2 : Sᴴ * (γ 0 * γ μ * γ 0) * S⁻¹ᴴ = γ 0 * (S⁻¹ * γ μ * S) * γ 0 := by
    rw [← h1, conjTranspose_mul, conjTranspose_mul, hH μ, mul_assoc]
  calc S * (γ 0 * Sᴴ * γ 0) * γ μ
      = S * γ 0 * (Sᴴ * (γ 0 * γ μ * γ 0) * (S⁻¹ᴴ * Sᴴ)) * γ 0 := by
        rw [hR]; simp only [mul_assoc, s0, mul_one]
    _ = S * γ 0 * (Sᴴ * (γ 0 * γ μ * γ 0) * S⁻¹ᴴ * Sᴴ) * γ 0 := by
        simp only [mul_assoc]
    _ = S * (γ 0 * γ 0) * S⁻¹ * γ μ * (S * (γ 0 * Sᴴ * γ 0)) := by
        rw [h2]; simp only [mul_assoc]
    _ = γ μ * (S * (γ 0 * Sᴴ * γ 0)) := by rw [s0, mul_one, hSS, one_mul]
```

**(i)** If S̃ = cS⁻¹, show

Σ|S_ij|² = 4cL⁰₀.

Trace SᴴS = cγ⁰S⁻¹γ⁰S = cΣ_ν L⁰_ν γ⁰γ^ν, using tr(γ⁰γ^ν) = 4g^0ν.

```lean
/-- If `S` implements `L` and the Dirac adjoint of `S` is `c` times its inverse, the sum of the
squared moduli of the entries of `S` is `4 c L⁰₀`. -/
theorem sum_normSq_eq (h : Clifford γ) (hS : Implements γ S L) {c : ℂ}
    (hc : γ 0 * Sᴴ * γ 0 = c • S⁻¹) :
    ((∑ j, ∑ i, ‖S i j‖ ^ 2 : ℝ) : ℂ) = 4 * c * L 0 0 := by
  have s0 : γ 0 * γ 0 = 1 := by simpa [minkowski] using gamma_sq h 0
  have ht : ∀ ν, (γ 0 * γ ν).trace = 4 * minkowski 0 ν := fun ν => by
    have h1 := congrArg Matrix.trace (h 0 ν)
    rw [trace_add, trace_mul_comm (γ ν), trace_smul, trace_one, Fintype.card_fin,
      smul_eq_mul] at h1
    push_cast at h1
    linear_combination h1 / 2
  have h2 : Sᴴ * S = c • (γ 0 * ∑ ν, (L 0 ν : ℂ) • γ ν) := by
    calc Sᴴ * S = (γ 0 * γ 0) * Sᴴ * (γ 0 * γ 0) * S := by rw [s0, one_mul, mul_one]
      _ = γ 0 * (γ 0 * Sᴴ * γ 0) * γ 0 * S := by simp only [mul_assoc]
      _ = c • (γ 0 * (S⁻¹ * γ 0 * S)) := by
        rw [hc]; simp only [mul_smul_comm, smul_mul_assoc, mul_assoc]
      _ = _ := by rw [hS.2 0]
  have h3 : ((∑ j, ∑ i, ‖S i j‖ ^ 2 : ℝ) : ℂ) = (Sᴴ * S).trace := by
    simp only [Matrix.trace, Matrix.diag_apply, Matrix.mul_apply, conjTranspose_apply,
      Complex.star_def, Complex.conj_mul']
    push_cast
    rfl
  rw [h3, h2, trace_smul, Finset.mul_sum, trace_sum]
  simp only [mul_smul_comm, trace_smul, ht, smul_eq_mul]
  simp [Fin.sum_univ_four, minkowski]
  ring
```

**(j)** If S̃ = bS⁻¹ with b real, show

b⁴ = |det S|².

Take determinants of SS̃ = b1; (det γ⁰)² = 1.

```lean
/-- If the Dirac adjoint of `S` is `b` times its inverse, then `b⁴ = |det S|²`. -/
theorem factor_pow_four (h : Clifford γ) (hS : IsUnit S.det) {b : ℝ}
    (hb : γ 0 * Sᴴ * γ 0 = (b : ℂ) • S⁻¹) : b ^ 4 = ‖S.det‖ ^ 2 := by
  have s0 : γ 0 * γ 0 = 1 := by simpa [minkowski] using gamma_sq h 0
  have d0 : (γ 0).det * (γ 0).det = 1 := by rw [← det_mul, s0, det_one]
  have h1 : S * (γ 0 * Sᴴ * γ 0) = (b : ℂ) • (1 : SpinorMatrix) := by
    rw [hb, mul_smul_comm, Matrix.mul_nonsing_inv S hS]
  have h2 := congrArg Matrix.det h1
  rw [det_mul, det_mul, det_mul, det_conjTranspose, det_smul, det_one, Fintype.card_fin,
    Complex.star_def] at h2
  have h3 : (b : ℂ) ^ 4 = (‖S.det‖ : ℂ) ^ 2 := by
    rw [← Complex.mul_conj']
    linear_combination -h2 + S.det * (starRingEnd ℂ) S.det * d0
  exact_mod_cast h3
```

**(k)** Show L⁰₀ ≠ 0 and, for some real b,

S̃ = bS⁻¹, sign b = sign L⁰₀,

with b = sign L⁰₀ if |det S| = 1, a normalisation that, for given L, fixes S up to a phase.

By (g) and (h), SS̃ = c1. The sum in (i) is positive, so L⁰₀ ≠ 0 and b = c is real with the stated sign; if |det S| = 1, (j) gives b = ±1.

```lean
/-- If `S` implements the real matrix `L`, then `L⁰₀` is nonzero and the Dirac adjoint of `S`
is `b S⁻¹` with `b` real and of the sign of `L⁰₀`; if `|det S| = 1`, `b` equals that sign. -/
theorem dirac_adjoint_eq (h : Clifford γ) (hH : DiracHermitian γ) (hS : Implements γ S L) :
    L 0 0 ≠ 0 ∧ ∃ b : ℝ, γ 0 * Sᴴ * γ 0 = (b : ℂ) • S⁻¹ ∧
      Real.sign b = Real.sign (L 0 0) ∧ (‖S.det‖ = 1 → b = Real.sign (L 0 0)) := by
  obtain ⟨c, hc⟩ := commutant_scalar h (mul_adjoint_commutes h hH hS)
  have hc' : γ 0 * Sᴴ * γ 0 = c • S⁻¹ := by
    rw [← one_mul (γ 0 * Sᴴ * γ 0), ← Matrix.nonsing_inv_mul S hS.1, mul_assoc, hc,
      mul_smul_comm, mul_one]
  have ht := sum_normSq_eq h hS hc'
  -- S has a nonzero entry, so the sum of squares is positive
  have hr : 0 < ∑ j, ∑ i, ‖S i j‖ ^ 2 := by
    obtain ⟨i, j, hij⟩ : ∃ i j, S i j ≠ 0 := by
      by_contra hne
      push Not at hne
      have hS0 : S = 0 := by ext i j; exact hne i j
      have hd := hS.1.ne_zero
      rw [hS0] at hd
      exact hd Matrix.det_zero
    have hp : 0 < ‖S i j‖ ^ 2 := pow_pos (norm_pos_iff.mpr hij) 2
    exact Finset.sum_pos' (fun _ _ => Finset.sum_nonneg fun _ _ => sq_nonneg _)
      ⟨j, Finset.mem_univ j, Finset.sum_pos' (fun _ _ => sq_nonneg _)
        ⟨i, Finset.mem_univ i, hp⟩⟩
  generalize (∑ j, ∑ i, ‖S i j‖ ^ 2) = r at ht hr
  have hL : L 0 0 ≠ 0 := fun h0 => by
    rw [h0, Complex.ofReal_zero, mul_zero] at ht
    exact hr.ne' (by exact_mod_cast ht)
  have hLc : (L 0 0 : ℂ) ≠ 0 := by exact_mod_cast hL
  -- c is a quotient of real numbers
  have hcb : c = ((r / (4 * L 0 0) : ℝ) : ℂ) := by
    push_cast
    rw [ht]
    field_simp
  have hpos : 0 < r / (4 * L 0 0) * L 0 0 := by
    have h1 : r / (4 * L 0 0) * L 0 0 = r / 4 := by field_simp
    rw [h1]; positivity
  rw [hcb] at hc'
  generalize r / (4 * L 0 0) = b at hc' hpos
  have hone : ‖S.det‖ = 1 → b = 1 ∨ b = -1 := fun hd => by
    have h4 := factor_pow_four h hS.1 hc'
    rw [hd] at h4
    have hne : b ^ 2 + 1 ≠ 0 := by positivity
    have h5 : (b - 1) * (b + 1) = 0 := by
      apply mul_left_cancel₀ hne
      linear_combination h4
    rcases mul_eq_zero.mp h5 with h6 | h6
    · left; linarith
    · right; linarith
  refine ⟨hL, b, hc', ?_⟩
  rcases pos_and_pos_or_neg_and_neg_of_mul_pos hpos with ⟨hb, hl⟩ | ⟨hb, hl⟩
  · rw [Real.sign_of_pos hb, Real.sign_of_pos hl]
    exact ⟨rfl, fun hd => (hone hd).resolve_right (by linarith)⟩
  · rw [Real.sign_of_neg hb, Real.sign_of_neg hl]
    exact ⟨rfl, fun hd => (hone hd).resolve_left (by linarith)⟩
```

Complex L fails: S = (1+iγ⁰γ¹)/√2 gives S⁻¹γ⁰S = iγ¹, so L⁰₀ = 0.

**(l)** For |det S| = 1, show

j^μ(Sψ) = sign(L⁰₀) Σ_ν L^μ_ν j^ν(ψ).

Insert Sᴴγ⁰ = bγ⁰S⁻¹ into ψᴴSᴴγ⁰γ^μSψ.

```lean
/-- If `S` implements `L` and `|det S| = 1`, the Dirac current of `S ψ` is the current of `ψ`
transformed by `L`, times the sign of `L⁰₀`. -/
theorem current_transform (h : Clifford γ) (hH : DiracHermitian γ) (hS : Implements γ S L)
    (hd : ‖S.det‖ = 1) (ψ : Fin 4 → ℂ) (μ : Fin 4) :
    current γ (S *ᵥ ψ) μ = (Real.sign (L 0 0) : ℂ) * ∑ ν, (L μ ν : ℂ) * current γ ψ ν := by
  obtain ⟨-, b, hb, -, hb1⟩ := dirac_adjoint_eq h hH hS
  rw [← hb1 hd]
  have s0 : γ 0 * γ 0 = 1 := by simpa [minkowski] using gamma_sq h 0
  have key : Sᴴ * (γ 0 * γ μ * S) = (b : ℂ) • ∑ ν, (L μ ν : ℂ) • (γ 0 * γ ν) := by
    calc Sᴴ * (γ 0 * γ μ * S) = (γ 0 * γ 0) * Sᴴ * (γ 0 * γ μ * S) := by rw [s0, one_mul]
      _ = γ 0 * (γ 0 * Sᴴ * γ 0) * γ μ * S := by simp only [mul_assoc]
      _ = (b : ℂ) • (γ 0 * (S⁻¹ * γ μ * S)) := by
        rw [hb]; simp only [mul_smul_comm, smul_mul_assoc, mul_assoc]
      _ = _ := by rw [hS.2 μ, Finset.mul_sum]; simp only [mul_smul_comm]
  rw [current, star_mulVec, ← Matrix.dotProduct_mulVec, mulVec_mulVec, mulVec_mulVec,
    mul_assoc Sᴴ, key]
  simp only [smul_mulVec, sum_mulVec, dotProduct_smul, dotProduct_sum, smul_eq_mul, current]

/-- The chiral gammas without their phases, as integer matrices. -/
def chiralInt : Fin 4 → Matrix (Fin 4) (Fin 4) ℤ :=
  ![!![0, 0, 1, 0; 0, 0, 0, 1; 1, 0, 0, 0; 0, 1, 0, 0],
    !![0, 0, 0, 1; 0, 0, 1, 0; 0, -1, 0, 0; -1, 0, 0, 0],
    !![0, 0, 0, -1; 0, 0, 1, 0; 0, 1, 0, 0; -1, 0, 0, 0],
    !![0, 0, 1, 0; 0, 0, 0, -1; -1, 0, 0, 0; 0, 1, 0, 0]]

/-- The phases of the chiral gammas: `i` for the second spatial one, 1 for the others. -/
def chiralPhase : Fin 4 → ℂ := ![1, 1, Complex.I, 1]

/-- Integer matrices read as complex matrices. -/
def toComplex : Matrix (Fin 4) (Fin 4) ℤ →+* SpinorMatrix :=
  (Int.castRingHom ℂ).mapMatrix

/-- The gamma matrices in the chiral representation. -/
def chiralGamma (μ : Fin 4) : SpinorMatrix := chiralPhase μ • toComplex (chiralInt μ)

/-- The scalars in the anticommutators of the integer matrices `chiralInt`. -/
def chiralSign (μ ν : Fin 4) : ℤ := if μ = ν then ![2, -2, 2, -2] μ else 0

/-- A diagonal spinor matrix for a boost along the third axis combined with the reflection
of all four coordinates. -/
def reflectedBoost : SpinorMatrix := Matrix.diagonal ![2, 1 / 2, -1 / 2, -2]

/-- The real matrix of the same boost and reflection. -/
def reflectedBoostL : Matrix (Fin 4) (Fin 4) ℝ :=
  !![-17 / 8, 0, 0, 15 / 8; 0, -1, 0, 0; 0, 0, -1, 0; 15 / 8, 0, 0, -17 / 8]
```

**(m)** Check for the chiral gammas

γ^μγ^ν + γ^νγ^μ = 2g^μν 1.

Multiply the integer matrices, then restore phases.

```lean
/-- The chiral gammas satisfy the Clifford relations. -/
lemma chiral_clifford : Clifford chiralGamma := by
  -- the anticommutators of the integer matrices are decided by computation
  have hZ : ∀ μ ν, chiralInt μ * chiralInt ν + chiralInt ν * chiralInt μ =
      Matrix.diagonal (fun _ => chiralSign μ ν) := by decide +kernel
  have hd : ∀ k : ℤ, toComplex (Matrix.diagonal (fun _ => k)) =
      (k : ℂ) • (1 : SpinorMatrix) := fun k => by
    ext i j
    by_cases hij : i = j <;>
      simp [toComplex, hij]
  have hk : ∀ μ ν, chiralPhase μ * chiralPhase ν * (chiralSign μ ν : ℂ) =
      2 * minkowski μ ν := by
    intro μ ν
    fin_cases μ <;> fin_cases ν <;>
      simp [chiralPhase, chiralSign, minkowski]
  intro μ ν
  have h := congrArg (⇑toComplex) (hZ μ ν)
  rw [map_add, map_mul, map_mul, hd] at h
  calc chiralGamma μ * chiralGamma ν + chiralGamma ν * chiralGamma μ
      = (chiralPhase μ * chiralPhase ν) •
          (toComplex (chiralInt μ) * toComplex (chiralInt ν) +
            toComplex (chiralInt ν) * toComplex (chiralInt μ)) := by
        simp only [chiralGamma, smul_mul_assoc, mul_smul_comm]
        module
    _ = (2 * minkowski μ ν) • (1 : SpinorMatrix) := by rw [h, smul_smul, hk]
```

**(n)** Check

(γ^μ)ᴴ = γ⁰γ^μγ⁰.

Compare entries.

```lean
set_option maxHeartbeats 400000 in
/-- The chiral gammas satisfy the hermiticity condition. -/
lemma chiral_hermitian : DiracHermitian chiralGamma := by
  intro μ
  ext i j
  fin_cases μ <;> fin_cases i <;> fin_cases j <;>
    simp [chiralGamma, chiralPhase, toComplex, chiralInt, Matrix.mul_apply,
      Fin.sum_univ_four]
```

**(o)** Check that a reflected boost satisfies every hypothesis, with

det S = 1, L⁰₀ = −17/8.

Conjugate by the diagonal S.

```lean
set_option maxHeartbeats 400000 in
/-- The chiral gammas, the reflected boost and its real matrix meet all the hypotheses, with
`det S = 1` and negative `L⁰₀`. -/
theorem dirac_adjoint_witness :
    Clifford chiralGamma ∧ DiracHermitian chiralGamma ∧
      Implements chiralGamma reflectedBoost reflectedBoostL ∧
      reflectedBoost.det = 1 ∧ reflectedBoostL 0 0 < 0 := by
  have hd : reflectedBoost.det = 1 := by
    rw [reflectedBoost, det_diagonal, Fin.prod_univ_four]
    simp
  have hi : reflectedBoost⁻¹ = Matrix.diagonal ![1 / 2, 2, -2, -1 / 2] := by
    apply Matrix.inv_eq_right_inv
    rw [reflectedBoost, diagonal_mul_diagonal, ← diagonal_one]
    congr 1
    ext i
    fin_cases i <;> norm_num
  refine ⟨chiral_clifford, chiral_hermitian, ⟨by rw [hd]; exact isUnit_one, ?_⟩, hd, ?_⟩
  · intro μ
    rw [hi, reflectedBoost]
    ext i j
    rw [mul_diagonal, diagonal_mul, Matrix.sum_apply, Fin.sum_univ_four]
    fin_cases μ <;> fin_cases i <;> fin_cases j <;>
      simp [chiralGamma, chiralPhase, toComplex, chiralInt, reflectedBoostL] <;> ring
  · norm_num [reflectedBoostL]

end

end DiracAdjointCovariance
```
```lean
#print axioms DiracAdjointCovariance.dirac_adjoint_eq
#print axioms DiracAdjointCovariance.current_transform
```

```
'DiracAdjointCovariance.dirac_adjoint_eq' depends on axioms: [propext, Classical.choice, Quot.sound]
'DiracAdjointCovariance.current_transform' depends on axioms: [propext, Classical.choice, Quot.sound]
```
